# For three mutually commuting spins 1/2, the anticommutator of neighbouring exchange terms is \(\tfrac12\,\mathbf S_1\cdot\mathbf S_3\)

## Question

For three spins 1/2 on different sites, with \(\hbar=1\), the product of two neighbouring exchange terms is

\[
(\mathbf S_1\cdot\mathbf S_2)(\mathbf S_2\cdot\mathbf S_3)=\tfrac14\,\mathbf S_1\cdot\mathbf S_3-\tfrac i2\,\mathbf S_1\cdot(\mathbf S_2\times\mathbf S_3),
\]

so their anticommutator is \(\tfrac12\,\mathbf S_1\cdot\mathbf S_3\), an exchange between sites that share no bond. I can get this by pushing Pauli matrices around, but the signs and the operator ordering make me uneasy. Can it be derived carefully and checked by machine, and which assumptions does each part use?

## Answer

The derivation of the product formula assumes only that the middle spin is 1/2. That of the anticommutator also assumes that the three operator vectors commute mutually. Both are proved in the Lean file below.

### Contracting the middle spin

Label components by \(a,b,c,d\in\{0,1,2\}\), standing for \(x,y,z\), and sum over repeated labels. Let \(\delta_{ab}\) be the Kronecker delta and \(\varepsilon_{abc}\) the antisymmetric symbol with \(\varepsilon_{012}=1\). With \(\mathbf S_2=\boldsymbol\sigma/2\), the Pauli table gives

\[
S_{2a}S_{2b}=\tfrac14\delta_{ab}+\tfrac i2\varepsilon_{abc}S_{2c}.
\]

Insert this between arbitrary operator vectors \(\mathbf u\) and \(\mathbf w\), keeping the order of the factors:

\[
(\mathbf u\cdot\mathbf S_2)(\mathbf S_2\cdot\mathbf w)=u_aS_{2a}S_{2b}w_b=\tfrac14u_aw_a+\tfrac i2\varepsilon_{abc}u_aS_{2c}w_b.
\]

Since \(\mathbf u\cdot(\mathbf S_2\times\mathbf w)=\varepsilon_{acb}u_aS_{2c}w_b\), the last term is \(-\tfrac i2\,\mathbf u\cdot(\mathbf S_2\times\mathbf w)\). Setting \(\mathbf u=\mathbf S_1\), \(\mathbf w=\mathbf S_3\) gives the product formula.

### Reversing the order

If the three vectors commute mutually, dot products are symmetric, and

\[
\mathbf S_3\cdot(\mathbf S_2\times\mathbf S_1)=\varepsilon_{abc}S_{3a}S_{2b}S_{1c}=\varepsilon_{abc}S_{1c}S_{2b}S_{3a}=-\mathbf S_1\cdot(\mathbf S_2\times\mathbf S_3).
\]

Reading the product formula from site 3 to site 1 therefore yields

\[
(\mathbf S_2\cdot\mathbf S_3)(\mathbf S_1\cdot\mathbf S_2)=\tfrac14\,\mathbf S_1\cdot\mathbf S_3+\tfrac i2\,\mathbf S_1\cdot(\mathbf S_2\times\mathbf S_3).
\]

The sum of the two orders is \(\tfrac12\,\mathbf S_1\cdot\mathbf S_3\); their difference, the commutator, is \(-i\,\mathbf S_1\cdot(\mathbf S_2\times\mathbf S_3)\).

### Squaring one bond and the three-site chain

For two commuting spins 1/2, take both outer vectors to be \(\mathbf S_1\). Then \(\mathbf S_1\cdot\mathbf S_1=\tfrac34\), and

\[
\mathbf S_1\cdot(\mathbf S_2\times\mathbf S_1)=\varepsilon_{abc}S_{1a}S_{1c}S_{2b}=\tfrac i2\varepsilon_{abc}\varepsilon_{acd}S_{1d}S_{2b}=-i\,\mathbf S_1\cdot\mathbf S_2,
\]

because \(\varepsilon_{abc}\varepsilon_{acd}=-2\delta_{bd}\). Hence \((\mathbf S_1\cdot\mathbf S_2)^2=\tfrac3{16}-\tfrac12\,\mathbf S_1\cdot\mathbf S_2\).

For \(H=\mathbf S_1\cdot\mathbf S_2+\mathbf S_2\cdot\mathbf S_3\), the two squares and the anticommutator add up to

\[
H^2=\tfrac38-\tfrac12H+\tfrac12\,\mathbf S_1\cdot\mathbf S_3.
\]

Thus squaring the Hamiltonian of an isotropic, equally coupled three-site Heisenberg chain produces an exchange term between the two end sites. In a given state this term contributes \(\tfrac12\langle\mathbf S_1\cdot\mathbf S_3\rangle\) to \(\langle H^2\rangle\); the contribution vanishes in the maximally mixed state.

### One flipped spin in numbers

Write \(A=|{\downarrow\uparrow\uparrow}\rangle\), \(B=|{\uparrow\downarrow\uparrow}\rangle\), \(C=|{\uparrow\uparrow\downarrow}\rangle\). An exchange term acts as half the swap of its two spins minus \(\tfrac14\). Therefore

\[
(\mathbf S_1\cdot\mathbf S_2)(\mathbf S_2\cdot\mathbf S_3)C=(\mathbf S_1\cdot\mathbf S_2)\left(\tfrac12B-\tfrac14C\right)=\tfrac14A-\tfrac18B-\tfrac1{16}C,
\]

\[
(\mathbf S_2\cdot\mathbf S_3)(\mathbf S_1\cdot\mathbf S_2)C=\tfrac14\left(\tfrac12B-\tfrac14C\right)=\tfrac18B-\tfrac1{16}C.
\]

The sum is \(\tfrac14A-\tfrac18C\), which equals \(\tfrac12\,\mathbf S_1\cdot\mathbf S_3\,C=\tfrac12(\tfrac12A-\tfrac14C)\).

### When the outer spins do not commute

Keep two commuting spins 1/2 and set \(\mathbf S_3=\mathbf S_1\). Both outer vectors still commute with \(\mathbf S_2\), but not with each other. The anticommutator is now \(2(\mathbf S_1\cdot\mathbf S_2)^2=\tfrac38-\mathbf S_1\cdot\mathbf S_2\), whereas \(\tfrac12\,\mathbf S_1\cdot\mathbf S_3=\tfrac38\). The anticommutator formula fails, while the product formula remains true.

### The Lean file

```lean
import Mathlib

open Complex (I)
open scoped Kronecker

namespace ThreeSpinExchange

noncomputable section

variable {A : Type*} [Ring A] [Algebra ℂ A]

/-- The multiplication table of the three Pauli operators of one spin 1/2. -/
structure IsPauli (σ : Fin 3 → A) : Prop where
  xx : σ 0 * σ 0 = 1
  yy : σ 1 * σ 1 = 1
  zz : σ 2 * σ 2 = 1
  xy : σ 0 * σ 1 = I • σ 2
  yz : σ 1 * σ 2 = I • σ 0
  zx : σ 2 * σ 0 = I • σ 1
  yx : σ 1 * σ 0 = (-I) • σ 2
  zy : σ 2 * σ 1 = (-I) • σ 0
  xz : σ 0 * σ 2 = (-I) • σ 1

/-- The spin vector `S = σ / 2`. -/
def spin (σ : Fin 3 → A) : Fin 3 → A := fun a => (1 / 2 : ℂ) • σ a

/-- The scalar product `u · v` of two vectors of operators. -/
def dot (u v : Fin 3 → A) : A := u 0 * v 0 + u 1 * v 1 + u 2 * v 2

/-- The scalar triple product `u · (v × w)` of vectors of operators, in this order. -/
def triple (u v w : Fin 3 → A) : A :=
  u 0 * (v 1 * w 2 - v 2 * w 1) + u 1 * (v 2 * w 0 - v 0 * w 2)
    + u 2 * (v 0 * w 1 - v 1 * w 0)

/-- Every component of `u` commutes with every component of `v`. -/
def Commuting (u v : Fin 3 → A) : Prop := ∀ a b, u a * v b = v b * u a

/-- The Pauli multiplication table applied to the left of an arbitrary operator. -/
theorem pauli_absorb {σ : Fin 3 → A} (h : IsPauli σ) (x : A) :
    σ 0 * (σ 0 * x) = x ∧ σ 1 * (σ 1 * x) = x ∧ σ 2 * (σ 2 * x) = x ∧
    σ 0 * (σ 1 * x) = I • (σ 2 * x) ∧ σ 1 * (σ 2 * x) = I • (σ 0 * x) ∧
    σ 2 * (σ 0 * x) = I • (σ 1 * x) ∧ σ 1 * (σ 0 * x) = (-I) • (σ 2 * x) ∧
    σ 2 * (σ 1 * x) = (-I) • (σ 0 * x) ∧ σ 0 * (σ 2 * x) = (-I) • (σ 1 * x) := by
  refine ⟨?_, ?_, ?_, ?_, ?_, ?_, ?_, ?_, ?_⟩ <;>
    simp only [← mul_assoc, h.xx, h.yy, h.zz, h.xy, h.yz, h.zx, h.yx, h.zy, h.xz,
      one_mul, smul_mul_assoc]

/-- For a spin 1/2 `S` and any operator vectors `u`, `w`:
`(u·S)(S·w) = u·w/4 - (i/2) u·(S × w)`. -/
theorem exchange_mul {σ : Fin 3 → A} (h : IsPauli σ) (u w : Fin 3 → A) :
    dot u (spin σ) * dot (spin σ) w
      = (1 / 4 : ℂ) • dot u w - (I / 2) • triple u (spin σ) w := by
  -- expand the nine products and contract neighbouring Pauli operators
  simp only [dot, triple, spin, mul_add, add_mul, mul_sub, smul_mul_assoc,
    mul_smul_comm, mul_assoc, pauli_absorb h]
  module

omit [Algebra ℂ A] in
/-- The scalar product of two commuting operator vectors is symmetric. -/
theorem dot_comm {u v : Fin 3 → A} (h : Commuting u v) : dot u v = dot v u := by
  unfold dot
  rw [h 0 0, h 1 1, h 2 2]

omit [Algebra ℂ A] in
/-- The scalar triple product of mutually commuting operator vectors changes sign
when their order is reversed. -/
theorem triple_reverse {u v w : Fin 3 → A} (huv : Commuting u v)
    (hvw : Commuting v w) (huw : Commuting u w) :
    triple w v u = -triple u v w := by
  have key : ∀ a b c, w a * (v b * u c) = u c * (v b * w a) := by
    intro a b c
    calc w a * (v b * u c) = w a * u c * v b := by rw [← huv c b, mul_assoc]
      _ = u c * (w a * v b) := by rw [← huw c a, mul_assoc]
      _ = u c * (v b * w a) := by rw [← hvw b a]
  simp only [triple, mul_sub, key]
  abel

/-- For a spin 1/2 `S₂` between operator vectors `S₁` and `S₃`, all mutually commuting,
the exchange terms `S₁·S₂` and `S₂·S₃` have anticommutator `S₁·S₃/2` and
commutator `-i S₁·(S₂ × S₃)`. -/
theorem neighbouring_exchange {σ S₁ S₃ : Fin 3 → A} (h : IsPauli σ)
    (h12 : Commuting S₁ (spin σ)) (h23 : Commuting (spin σ) S₃)
    (h13 : Commuting S₁ S₃) :
    dot S₁ (spin σ) * dot (spin σ) S₃ + dot (spin σ) S₃ * dot S₁ (spin σ)
        = (1 / 2 : ℂ) • dot S₁ S₃ ∧
    dot S₁ (spin σ) * dot (spin σ) S₃ - dot (spin σ) S₃ * dot S₁ (spin σ)
        = (-I) • triple S₁ (spin σ) S₃ := by
  -- the opposite order is the same identity read from site 3 to site 1
  have rev : dot (spin σ) S₃ * dot S₁ (spin σ)
      = (1 / 4 : ℂ) • dot S₁ S₃ + (I / 2) • triple S₁ (spin σ) S₃ := by
    rw [dot_comm h23, dot_comm h12, exchange_mul h, ← dot_comm h13,
      triple_reverse h12 h23 h13]
    module
  rw [rev, exchange_mul h]
  constructor <;> module

/-- If every component of `σ` commutes with every component of `τ`, the same holds for `spin σ` and
`spin τ`. -/
theorem spin_commuting {σ τ : Fin 3 → A} (h : Commuting σ τ) :
    Commuting (spin σ) (spin τ) := by
  intro a b
  simp only [spin, smul_mul_assoc, mul_smul_comm, h a b]

/-- For two commuting spins 1/2, `(S₁·S₂)² = 3/16 - S₁·S₂/2`. -/
theorem bond_sq {τ σ : Fin 3 → A} (hτ : IsPauli τ) (hσ : IsPauli σ)
    (hc : Commuting τ σ) :
    dot (spin τ) (spin σ) * dot (spin τ) (spin σ)
      = (3 / 16 : ℂ) • (1 : A) - (1 / 2 : ℂ) • dot (spin τ) (spin σ) := by
  have hs : ∀ a b, σ b * τ a = τ a * σ b := fun a b => (hc a b).symm
  -- the squared length of a spin 1/2
  have d : dot (spin τ) (spin τ) = (3 / 4 : ℂ) • (1 : A) := by
    simp only [dot, spin, smul_mul_assoc, mul_smul_comm, hτ.xx, hτ.yy, hτ.zz]
    module
  -- the triple product with a repeated spin reduces to the exchange term
  have t : triple (spin τ) (spin σ) (spin τ) = (-I) • dot (spin τ) (spin σ) := by
    simp only [triple, dot, spin, smul_mul_assoc, mul_smul_comm, mul_sub, hs,
      pauli_absorb hτ]
    module
  have hI : (I / 2) • ((-I) • dot (spin τ) (spin σ))
      = (1 / 2 : ℂ) • dot (spin τ) (spin σ) := by
    rw [smul_smul, show I / 2 * (-I) = (1 / 2 : ℂ) by
      linear_combination (-1 / 2 : ℂ) * Complex.I_mul_I]
  have e := congrArg (fun x => dot (spin τ) (spin σ) * x) (dot_comm (spin_commuting hc))
  refine e.trans ((exchange_mul hσ (spin τ) (spin τ)).trans ?_)
  rw [d, t, hI]
  module

/-- For three mutually commuting spins 1/2, the open chain `H = S₁·S₂ + S₂·S₃`
satisfies `H² = 3/8 - H/2 + S₁·S₃/2`. -/
theorem chain_sq {σ₁ σ₂ σ₃ : Fin 3 → A} (h1 : IsPauli σ₁) (h2 : IsPauli σ₂)
    (h3 : IsPauli σ₃) (h12 : Commuting σ₁ σ₂) (h23 : Commuting σ₂ σ₃)
    (h13 : Commuting σ₁ σ₃) :
    (dot (spin σ₁) (spin σ₂) + dot (spin σ₂) (spin σ₃))
        * (dot (spin σ₁) (spin σ₂) + dot (spin σ₂) (spin σ₃))
      = (3 / 8 : ℂ) • (1 : A)
        - (1 / 2 : ℂ) • (dot (spin σ₁) (spin σ₂) + dot (spin σ₂) (spin σ₃))
        + (1 / 2 : ℂ) • dot (spin σ₁) (spin σ₃) := by
  have anti := (neighbouring_exchange h2 (spin_commuting h12) (spin_commuting h23)
    (spin_commuting h13)).1
  have expand : ∀ p q : A, (p + q) * (p + q) = p * p + q * q + (p * q + q * p) := by
    intro p q
    noncomm_ring
  rw [expand, anti, bond_sq h1 h2 h12, bond_sq h2 h3 h23]
  module

/-- The three Pauli matrices. -/
def pauli : Fin 3 → Matrix (Fin 2) (Fin 2) ℂ :=
  ![!![0, 1; 1, 0], !![0, -I; I, 0], !![1, 0; 0, -1]]

/-- The Pauli matrices satisfy the Pauli multiplication table. -/
theorem pauli_witness : IsPauli pauli := by
  constructor <;> ext i j <;> fin_cases i <;> fin_cases j <;>
    simp [pauli, Matrix.mul_apply, Fin.sum_univ_succ]

/-- Operators on the three-spin space of dimension eight. -/
abbrev Op := Matrix (Fin 2 × Fin 2 × Fin 2) (Fin 2 × Fin 2 × Fin 2) ℂ

/-- Pauli matrices acting on the first spin. -/
def site₁ : Fin 3 → Op := fun a =>
  pauli a ⊗ₖ ((1 : Matrix (Fin 2) (Fin 2) ℂ) ⊗ₖ (1 : Matrix (Fin 2) (Fin 2) ℂ))

/-- Pauli matrices acting on the second spin. -/
def site₂ : Fin 3 → Op := fun a =>
  (1 : Matrix (Fin 2) (Fin 2) ℂ) ⊗ₖ (pauli a ⊗ₖ (1 : Matrix (Fin 2) (Fin 2) ℂ))

/-- Pauli matrices acting on the third spin. -/
def site₃ : Fin 3 → Op := fun a =>
  (1 : Matrix (Fin 2) (Fin 2) ℂ) ⊗ₖ ((1 : Matrix (Fin 2) (Fin 2) ℂ) ⊗ₖ pauli a)

/-- The Pauli matrices on the three factors of the eight-dimensional space are
three mutually commuting Pauli triples. -/
theorem three_spins_witness :
    IsPauli site₁ ∧ IsPauli site₂ ∧ IsPauli site₃ ∧
    Commuting site₁ site₂ ∧ Commuting site₂ site₃ ∧ Commuting site₁ site₃ := by
  have h := pauli_witness
  refine ⟨?_, ?_, ?_, ?_, ?_, ?_⟩
  iterate 3
    · constructor <;>
        simp only [site₁, site₂, site₃, ← Matrix.mul_kronecker_mul, h.xx, h.yy, h.zz,
          h.xy, h.yz, h.zx, h.yx, h.zy, h.xz, mul_one, Matrix.smul_kronecker,
          Matrix.kronecker_smul, Matrix.one_kronecker_one]
  all_goals
    intro a b
    simp only [site₁, site₂, site₃, ← Matrix.mul_kronecker_mul, one_mul, mul_one]

end

end ThreeSpinExchange
```

```lean
#print axioms ThreeSpinExchange.neighbouring_exchange
-- 'ThreeSpinExchange.neighbouring_exchange' depends on axioms: [propext, Classical.choice, Quot.sound]
#print axioms ThreeSpinExchange.chain_sq
-- 'ThreeSpinExchange.chain_sq' depends on axioms: [propext, Classical.choice, Quot.sound]
```

### How the Lean statements express the physics

The operators are elements of `A`, which here is not the state \(A\) of the numerical example but any associative complex algebra with a unit. No Hilbert space, adjoint or finite dimension is assumed. `IsPauli σ` postulates the Pauli multiplication table, which is what makes a site a spin 1/2; `spin σ` is half the triple. `Commuting u v` says that every component of `u` commutes with every component of `v`, as for spin operators on different sites. The definitions `dot` and `triple` fix the order of the factors.

- `exchange_mul` is the product formula for arbitrary `u` and `w`, without any commutation hypothesis.
- `neighbouring_exchange` gives the anticommutator and the commutator. Its outer vectors `S₁` and `S₃` need not be spins 1/2, so outer spins of other lengths are included.
- `bond_sq` and `chain_sq` require every spin involved to be 1/2.
- `three_spins_witness` shows that Pauli matrices on the three factors of an eight-dimensional space satisfy the hypotheses.

The chain has three sites, open ends and equal isotropic couplings; its spectrum is not computed.

### How the proof follows the calculation

In `exchange_mul`, `simp only` expands the nine products and brackets them to the right. Two neighbouring Pauli operators then have a further operator behind them, so `pauli_absorb` supplies the multiplication table in that form. The tactic `module` compares the scalar coefficients.

`dot_comm` and `triple_reverse` carry out the reversal; in the latter, `key` reverses a product of three commuting factors. Inside `neighbouring_exchange`, `rev` is the product formula read from site 3 to site 1, and `module` adds and subtracts the two orders.

In `bond_sq`, `d` is the squared spin length \(\tfrac34\), `t` is the triple product with a repeated spin, and `e` turns the second factor round so that `exchange_mul` applies. `chain_sq` expands the square without commuting its terms, then inserts the anticommutator and the two bond squares.

For the witness, `pauli_witness` checks the table entry by entry, and the rule for multiplying Kronecker products carries it to each site and gives commutation between sites.
